# At fixed width, the ground-state wavenumber of a finite square well rises strictly with the offset towards the hard-wall value

A thin semiconductor layer between two layers of wider gap holds a carrier in a well whose depth is the band offset V₀. The carrier leaks into the barriers, so its confinement energy differs from that of a box with hard walls. How does that energy depend on the offset?

Take one carrier of mass m, the same in well and barriers, and a flat well |x| < a. With energies measured from the well bottom, the ground state has E = ħ²k²/(2m), where k is its wavenumber inside. The scaled offset is V = 2mV₀/ħ², an inverse length squared and not an energy. In the right barrier, x > a, the wave decays as exp(-κx) with κ = √(V - k²).

## Joining the wave to its tail

```lean
import Mathlib

open Real Filter Topology Set

namespace FiniteWellConfinement

/-- The interior wave `f` joins a tail `B exp (-κ x)`, decaying if `κ > 0`, at the wall `x = a` with
equal value and equal slope, for some amplitude `B`. -/
def MatchesTail (f : ℝ → ℝ) (κ a : ℝ) : Prop :=
  ∃ B : ℝ, f a = B * Real.exp (-κ * a) ∧
    deriv f a = deriv (fun x => B * Real.exp (-κ * x)) a
```

`MatchesTail f κ a` says that some amplitude B gives the interior wave f and the tail B exp(-κx) the same value and the same slope at x = a. Equal slopes are the right condition because the masses are equal. Only the right wall appears; for even and odd waves the left wall follows by symmetry.

```lean
/-- For half-width `a > 0` and scaled offset `V`, the number `k` solves the even matching
equation `k tan (k a) = √(V - k²)` on its first branch, with `k² < V`. -/
structure IsGroundWavenumber (a V k : ℝ) : Prop where
  pos : 0 < k
  lt_wall : k < π / (2 * a)
  bound : k ^ 2 < V
  matching : k * Real.tan (k * a) = √(V - k ^ 2)
```

This structure bundles four conditions on k: it is positive, it lies below the hard-wall value π/(2a), it satisfies k² < V (energy below the barrier top), and it solves

k tan(ka) = √(V - k²).

The word "ground" in the name is justified further down, by `wavenumber_lowest`.

```lean
/-- A differentiable interior wave joins a tail of decay constant `κ` exactly when its slope
at the wall is `-κ` times its value there. -/
theorem matchesTail_iff {f : ℝ → ℝ} {f' κ a : ℝ} (hf : HasDerivAt f f' a) :
    MatchesTail f κ a ↔ f' = -κ * f a := by
  have hB : ∀ B : ℝ, deriv (fun x => B * Real.exp (-κ * x)) a
      = -κ * (B * Real.exp (-κ * a)) := fun B =>
    ((((hasDerivAt_id' a).const_mul (-κ)).exp.const_mul B).congr_deriv (by ring)).deriv
  constructor
  · rintro ⟨B, h1, h2⟩
    rw [hf.deriv, hB, ← h1] at h2
    exact h2
  · intro h
    refine ⟨f a / Real.exp (-κ * a), ?_, ?_⟩
    · exact (div_mul_cancel₀ _ (Real.exp_pos _).ne').symm
    · rw [hf.deriv, hB, div_mul_cancel₀ _ (Real.exp_pos _).ne']
      exact h
```

In the Lean theorems here the named hypotheses stand in brackets, and the claim follows the first colon outside the brackets. Here `HasDerivAt f f' a` says that f has slope f' at a, so `f'` is a number. If the wave matches, then

f(a) = B exp(-κa) and f' = -κB exp(-κa) = -κ f(a).

Conversely, if f' = -κ f(a), the amplitude B = f(a)/exp(-κa) does the matching. The two bullets after `constructor` are these two directions.

```lean
/-- The matching conditions at the wall for the even wave `cos (k x)` and for the odd wave
`sin (k x)`, written without poles. -/
theorem parity_matching (k κ a : ℝ) :
    (MatchesTail (fun x => Real.cos (k * x)) κ a ↔
      k * Real.sin (k * a) = κ * Real.cos (k * a)) ∧
    (MatchesTail (fun x => Real.sin (k * x)) κ a ↔
      k * Real.cos (k * a) = -(κ * Real.sin (k * a))) := by
  have hc : HasDerivAt (fun x => Real.cos (k * x)) (-(k * Real.sin (k * a))) a :=
    ((hasDerivAt_id' a).const_mul k).cos.congr_deriv (by ring)
  have hs : HasDerivAt (fun x => Real.sin (k * x)) (k * Real.cos (k * a)) a :=
    ((hasDerivAt_id' a).const_mul k).sin.congr_deriv (by ring)
  constructor
  · refine (matchesTail_iff hc).trans ⟨fun h => ?_, fun h => ?_⟩
    · have h' : -(k * Real.sin (k * a)) = -κ * Real.cos (k * a) := h
      linarith
    · show -(k * Real.sin (k * a)) = -κ * Real.cos (k * a)
      linarith
  · refine (matchesTail_iff hs).trans ⟨fun h => ?_, fun h => ?_⟩
    · have h' : k * Real.cos (k * a) = -κ * Real.sin (k * a) := h
      linarith
    · show k * Real.cos (k * a) = -κ * Real.sin (k * a)
      linarith
```

Inserting the slopes of cos(kx) and sin(kx) gives

even: k sin(ka) = κ cos(ka)
odd: k cos(ka) = -κ sin(ka).

Dividing the even condition by cos(ka) would give the tangent form, but this version has no poles.

## Trading the tangent for a cosine

```lean
/-- For `a > 0` and `0 < k < π / (2a)`, the phase `k a` lies strictly between `0` and `π / 2`,
and its cosine is positive. -/
theorem phase_bounds {a k : ℝ} (ha : 0 < a) (hk : 0 < k) (hl : k < π / (2 * a)) :
    0 < k * a ∧ k * a < π / 2 ∧ 0 < Real.cos (k * a) := by
  rw [lt_div_iff₀ (by positivity)] at hl
  have h0 : 0 < k * a := mul_pos hk ha
  have h1 : k * a < π / 2 := by linarith
  exact ⟨h0, h1, Real.cos_pos_of_mem_Ioo ⟨by linarith [Real.pi_pos], h1⟩⟩
```

Multiplying 0 < k < π/(2a) by a gives 0 < ka < π/2, where the cosine is positive.

```lean
/-- For `a > 0`, the tangent equation on the first branch is equivalent to
`k = √V cos (k a)` with `0 < k < π / (2a)`. -/
theorem isGroundWavenumber_iff {a V k : ℝ} (ha : 0 < a) :
    IsGroundWavenumber a V k ↔
      0 < k ∧ k < π / (2 * a) ∧ k = √V * Real.cos (k * a) := by
  constructor
  · rintro ⟨hk, hl, hb, hm⟩
    obtain ⟨-, -, hc⟩ := phase_bounds ha hk hl
    have hV : 0 ≤ V := (sq_nonneg k).trans hb.le
    have hs := Real.sq_sqrt (sub_nonneg.mpr hb.le)
    rw [← hm] at hs
    have ht := Real.tan_mul_cos hc.ne'
    have hp := Real.sin_sq_add_cos_sq (k * a)
    -- squaring removes the root; multiplying by the squared cosine removes the tangent
    have hsq : k ^ 2 = V * Real.cos (k * a) ^ 2 := by
      linear_combination Real.cos (k * a) ^ 2 * hs - k ^ 2 * hp
        - k ^ 2 * (Real.tan (k * a) * Real.cos (k * a) + Real.sin (k * a)) * ht
    refine ⟨hk, hl, (sq_eq_sq₀ hk.le (mul_nonneg (Real.sqrt_nonneg _) hc.le)).mp ?_⟩
    rw [mul_pow, Real.sq_sqrt hV]
    exact hsq
  · rintro ⟨hk, hl, e⟩
    obtain ⟨h0, h1, hc⟩ := phase_bounds ha hk hl
    have hV : 0 < V := by
      by_contra h
      rw [Real.sqrt_eq_zero_of_nonpos (not_lt.mp h), zero_mul] at e
      linarith
    have hs := Real.sq_sqrt hV.le
    have ht := Real.tan_mul_cos hc.ne'
    have hp := Real.sin_sq_add_cos_sq (k * a)
    have hsin : 0 < Real.sin (k * a) :=
      Real.sin_pos_of_pos_of_lt_pi h0 (by linarith [Real.pi_pos])
    have hsq : k ^ 2 = V * Real.cos (k * a) ^ 2 := by
      linear_combination (k + √V * Real.cos (k * a)) * e + Real.cos (k * a) ^ 2 * hs
    have hd : V - k ^ 2 = V * Real.sin (k * a) ^ 2 := by
      linear_combination -hsq - V * hp
    have hpos : 0 < V * Real.sin (k * a) ^ 2 := by positivity
    refine ⟨hk, hl, by linarith, ?_⟩
    rw [hd, Real.sqrt_mul hV.le, Real.sqrt_sq hsin.le]
    linear_combination Real.tan (k * a) * e + √V * ht
```

On this branch the tangent equation is equivalent to

k = √V cos(ka).

To see this, square the tangent equation and multiply by cos²(ka):

k² sin²(ka) = (V - k²) cos²(ka), hence k² = V cos²(ka).

Both k and cos(ka) are positive, so the root may be taken. In the other direction, k² = V cos²(ka) gives V - k² = V sin²(ka) > 0, and therefore

√(V - k²) = √V sin(ka) = √V cos(ka) tan(ka) = k tan(ka).

The tactic `linear_combination` checks such algebra from the stated multiples of known equations. The converse does not assume V > 0: Lean sets the root of a negative number to 0, which would force k = 0, a contradiction.

## One solution for each offset

```lean
/-- At fixed half-width `a > 0`, raising the offset never lowers the first-branch wavenumber. -/
theorem wavenumber_le {a V W k q : ℝ} (ha : 0 < a) (hVW : V ≤ W)
    (hk : IsGroundWavenumber a V k) (hq : IsGroundWavenumber a W q) : k ≤ q := by
  by_contra h
  have hqk : q < k := not_le.mp h
  obtain ⟨-, h1, hc⟩ := phase_bounds ha hk.pos hk.lt_wall
  obtain ⟨h0, -, -⟩ := phase_bounds ha hq.pos hq.lt_wall
  have ek := ((isGroundWavenumber_iff ha).mp hk).2.2
  have eq := ((isGroundWavenumber_iff ha).mp hq).2.2
  have hcos : Real.cos (k * a) ≤ Real.cos (q * a) :=
    Real.cos_le_cos_of_nonneg_of_le_pi h0.le (by linarith [Real.pi_pos])
      (mul_le_mul_of_nonneg_right hqk.le ha.le)
  have := mul_le_mul (Real.sqrt_le_sqrt hVW) hcos hc.le (Real.sqrt_nonneg W)
  linarith
```

Let k belong to V and q to W, with V ≤ W, and suppose q < k. The cosine falls on this range, so

k = √V cos(ka) ≤ √W cos(qa) = q,

which contradicts q < k. Hence k ≤ q.

```lean
/-- For `a > 0` and `V > 0`, exactly one wavenumber solves the even matching equation on the
first branch. -/
theorem existsUnique_wavenumber {a V : ℝ} (ha : 0 < a) (hV : 0 < V) :
    ∃! k, IsGroundWavenumber a V k := by
  have hL : 0 < π / (2 * a) := by positivity
  have hLa : π / (2 * a) * a = π / 2 := by field_simp
  have hs : 0 < √V := Real.sqrt_pos.mpr hV
  have hcont : ContinuousOn (fun k : ℝ => √V * Real.cos (k * a) - k)
      (Icc 0 (π / (2 * a))) := Continuous.continuousOn (by fun_prop)
  have hmem : (0 : ℝ) ∈ Icc (√V * Real.cos (π / (2 * a) * a) - π / (2 * a))
      (√V * Real.cos (0 * a) - 0) := by
    rw [hLa, Real.cos_pi_div_two, zero_mul, Real.cos_zero]
    constructor <;> linarith
  -- the difference of the two sides changes sign on the branch
  obtain ⟨k, ⟨h0, h1⟩, hk⟩ := intermediate_value_Icc' hL.le hcont hmem
  have hk' : √V * Real.cos (k * a) - k = 0 := hk
  have hg : IsGroundWavenumber a V k := by
    refine (isGroundWavenumber_iff ha).mpr
      ⟨lt_of_le_of_ne h0 ?_, lt_of_le_of_ne h1 ?_, by linarith⟩
    · intro h
      rw [← h, zero_mul, Real.cos_zero] at hk'
      linarith
    · intro h
      rw [h, hLa, Real.cos_pi_div_two] at hk'
      linarith
  exact ⟨k, hg, fun q hq =>
    le_antisymm (wavenumber_le ha le_rfl hq hg) (wavenumber_le ha le_rfl hg hq)⟩
```

The symbol `∃!` means "there is exactly one". For existence, consider g(k) = √V cos(ka) - k. It is continuous, with g(0) = √V > 0 and g(π/(2a)) = -π/(2a) < 0, so it vanishes in between, and at neither endpoint. For uniqueness, apply the previous theorem with W = V in both orders: two solutions are each at most the other.

The well may be as shallow as one likes. As V → 0 at fixed a, ka → 0, so k ≈ √V and κ = √V sin(ka) ≈ aV: the state survives with a very long tail. These two estimates are an informal addition, without a Lean proof.

## Why it is the ground state

```lean
/-- For `a > 0`, the first-branch even wave joins its tail, and no even or odd wave with
`q > 0` and `q² < V` that joins its tail has a smaller wavenumber. -/
theorem wavenumber_lowest {a V k : ℝ} (ha : 0 < a) (hk : IsGroundWavenumber a V k) :
    MatchesTail (fun x => Real.cos (k * x)) (√(V - k ^ 2)) a ∧
    ∀ q : ℝ, 0 < q → q ^ 2 < V →
      (MatchesTail (fun x => Real.cos (q * x)) (√(V - q ^ 2)) a ∨
        MatchesTail (fun x => Real.sin (q * x)) (√(V - q ^ 2)) a) → k ≤ q := by
  constructor
  · obtain ⟨-, -, hc⟩ := phase_bounds ha hk.pos hk.lt_wall
    refine (parity_matching k _ a).1.mpr ?_
    rw [← hk.matching, mul_assoc, Real.tan_mul_cos hc.ne']
  · intro q hq hb h
    rcases le_or_gt (π / (2 * a)) q with hl | hl
    · exact hk.lt_wall.le.trans hl
    obtain ⟨h0, h1, hc⟩ := phase_bounds ha hq hl
    rcases h with h | h
    · have h' := (parity_matching q _ a).1.mp h
      refine wavenumber_le ha le_rfl hk ⟨hq, hl, hb, ?_⟩
      rw [Real.tan_eq_sin_div_cos, ← mul_div_assoc, div_eq_iff hc.ne']
      exact h'
    · -- for `q < π / (2 * a)` an odd wave still rises at the wall, so it joins no decaying tail
      have h' := (parity_matching q _ a).2.mp h
      have hsin := Real.sin_pos_of_pos_of_lt_pi h0 (by linarith [Real.pi_pos])
      have := mul_pos hq hc
      have := mul_nonneg (Real.sqrt_nonneg (V - q ^ 2)) hsin.le
      linarith
```

The first half confirms that cos(kx) joins its tail, since k sin(ka) = k tan(ka) cos(ka) = κ cos(ka). The second half compares k with any other matched wave of wavenumber q > 0 and q² < V. If q ≥ π/(2a), then k < q. If q is smaller and the wave is even, q solves the same tangent equation, so k ≤ q. If the wave is odd, q cos(qa) is positive while -√(V - q²) sin(qa) is not, so no such wave exists.

"Lowest" therefore means lowest among matched even and odd waves. The step left to the physicist is that these waves are all the bound states of the well's Schrödinger equation.

## How far below the hard wall

```lean
/-- For `a > 0`, the first-branch wavenumber lies below the hard-wall value for half-width
`a + 1/√V`, and within `(π / (2a))² / √V` of the hard-wall value for half-width `a`. -/
theorem wavenumber_bounds {a V k : ℝ} (ha : 0 < a) (hk : IsGroundWavenumber a V k) :
    π / (2 * a) - (π / (2 * a)) ^ 2 / √V ≤ k ∧ k < π / (2 * (a + 1 / √V)) := by
  obtain ⟨h0, h1, -⟩ := phase_bounds ha hk.pos hk.lt_wall
  have hs : 0 < √V := Real.sqrt_pos.mpr ((sq_nonneg k).trans_lt hk.bound)
  have hL : 0 < π / (2 * a) := by positivity
  have e := ((isGroundWavenumber_iff ha).mp hk).2.2
  have hc : k / √V = Real.cos (k * a) := by
    rw [div_eq_iff hs.ne']
    linarith
  constructor
  · -- the chord bound for the sine of the phase deficit
    have h2 := Real.mul_le_sin (x := π / 2 - k * a) (by linarith) (by linarith)
    rw [Real.sin_pi_div_two_sub] at h2
    have h3 := mul_le_mul_of_nonneg_left h2 hL.le
    have e2 : π / (2 * a) * (2 / π * (π / 2 - k * a)) = π / (2 * a) - k := by
      field_simp
    rw [e2] at h3
    have hl : k ≤ π / (2 * a) := hk.lt_wall.le
    have h4 : Real.cos (k * a) ≤ π / (2 * a) / √V := by
      rw [← hc]
      gcongr
    have h5 := mul_le_mul_of_nonneg_left h4 hL.le
    have e3 : (π / (2 * a)) ^ 2 / √V = π / (2 * a) * (π / (2 * a) / √V) := by ring
    linarith
  · have h2 := Real.sin_lt (x := π / 2 - k * a) (by linarith)
    rw [Real.sin_pi_div_two_sub, ← hc] at h2
    rw [lt_div_iff₀ (by positivity)]
    have e2 : k * (2 * (a + 1 / √V)) = 2 * (k * a) + 2 * (k / √V) := by ring
    linarith
```

Write L = π/(2a) and δ = π/2 - ka, so that sin δ = cos(ka) = k/√V. The chord bound (2/π)δ ≤ sin δ, with (2/π)δ = (L - k)/L, gives

(L - k)/L ≤ k/√V ≤ L/√V, hence L - L²/√V ≤ k.

The bound sin δ < δ gives k/√V < π/2 - ka, hence

k < π/(2(a + 1/√V)).

The upper bound is the value for a hard-wall well widened on each side by 1/√V, the decay length of a state at the well bottom. For shallow wells the lower bound can be negative and then says nothing.

## The wavenumber as a function of the offset

```lean
/-- For half-width `a > 0`, the first-branch wavenumber is a well-defined function of the
offset `V > 0`, increases strictly with `V`, and tends to `π / (2a)` as `V` grows. -/
theorem ground_wavenumber_confinement {a : ℝ} (ha : 0 < a) :
    ∃ K : ℝ → ℝ, (∀ V, 0 < V → ∀ k, IsGroundWavenumber a V k ↔ k = K V) ∧
      StrictMonoOn K (Ioi 0) ∧ Tendsto K atTop (𝓝 (π / (2 * a))) := by
  have hex : ∀ V : ℝ, ∃ k, 0 < V → IsGroundWavenumber a V k := by
    intro V
    by_cases hV : 0 < V
    · obtain ⟨k, hk, -⟩ := existsUnique_wavenumber ha hV
      exact ⟨k, fun _ => hk⟩
    · exact ⟨0, fun h => absurd h hV⟩
  choose K hK using hex
  refine ⟨K, fun V hV k => ⟨fun h => (existsUnique_wavenumber ha hV).unique h (hK V hV),
    fun h => by rw [h]; exact hK V hV⟩, ?_, ?_⟩
  · intro V hV W hW h
    have h1 := hK V hV
    have h2 := hK W hW
    refine lt_of_le_of_ne (wavenumber_le ha h.le h1 h2) fun e => ?_
    -- equal wavenumbers would force equal decay constants
    have h3 := h2.matching
    rw [← e, h1.matching] at h3
    have h4 := Real.sqrt_lt_sqrt (sub_nonneg.mpr h1.bound.le)
      (sub_lt_sub_right h (K V ^ 2))
    exact h4.ne h3
  · have hlow := (Real.tendsto_sqrt_atTop.const_div_atTop
      ((π / (2 * a)) ^ 2)).const_sub (π / (2 * a))
    rw [sub_zero] at hlow
    refine tendsto_of_tendsto_of_tendsto_of_le_of_le' hlow tendsto_const_nhds ?_ ?_
    · filter_upwards [eventually_gt_atTop (0 : ℝ)] with V hV
      exact (wavenumber_bounds ha (hK V hV)).1
    · filter_upwards [eventually_gt_atTop (0 : ℝ)] with V hV
      exact (hK V hV).lt_wall.le

end FiniteWellConfinement
```

For each a > 0 there is a function K such that, for every V > 0, k satisfies the four conditions exactly when k = K(V). `StrictMonoOn K (Ioi 0)` says that K increases strictly on V > 0, and `Tendsto` says that K(V) → π/(2a) as V → ∞.

The order k ≤ q is already known. If V < W shared one k, then

√(V - k²) = k tan(ka) = √(W - k²),

which is impossible, so the increase is strict. For the limit, K(V) is squeezed between L - L²/√V and L.

For a single carrier in this one-band, equal-mass model, the confinement energy thus rises with the band offset towards π²ħ²/(8ma²), and the hard-wall formula always overestimates it.

```lean
#print axioms FiniteWellConfinement.wavenumber_lowest
#print axioms FiniteWellConfinement.ground_wavenumber_confinement
```

```
'FiniteWellConfinement.wavenumber_lowest' depends on axioms: [propext, Classical.choice, Quot.sound]
'FiniteWellConfinement.ground_wavenumber_confinement' depends on axioms: [propext, Classical.choice, Quot.sound]
```
